# For $s > 1$, the checkerboard sum of $r^{-2s}$ on the square lattice is $2^{1-s} - 1$ times the unsigned sum

## Half the sites, but less than half the sum?

Label the sites of a square lattice of spacing 1 by integers $(m,n)$, so that the squared distance from the origin is $r^2 = m^2 + n^2$. For a real number $s$, define two sums over all sites except the origin:

$$L(s) = \sum_{(m,n)\neq(0,0)} \frac{1}{(m^2+n^2)^s}, \qquad C(s) = \sum_{(m,n)\neq(0,0)} \frac{(-1)^{m+n}}{(m^2+n^2)^s}.$$

My case is a layer of dipoles perpendicular to the plane, where parallel dipoles at distance $r$ repel with energy $r^{-3}$ and antiparallel ones attract with the same strength, so $s = 3/2$. With all dipoles up, the one at the origin feels $L(3/2)$; in the checkerboard pattern it feels $C(3/2)$.

I have been told that $C(s) = (2^{1-s}-1)\,L(s)$, so that one sum gives both energies. That would mean that the sites with $m+n$ even supply only the fraction $2^{-s}$ of $L(s)$, about 35% for dipoles. But they are exactly half of the sites, and they are spread evenly over the plane. Shouldn't the two halves nearly cancel?

## The even sites are the whole lattice, stretched by $\sqrt 2$

Counting sites gives the wrong weights, because a near site contributes more than a distant one. The four nearest neighbours of the origin all have $m+n$ odd, and the nearest even sites are at distance $\sqrt2$. The even sites form another square lattice, turned by 45 degrees and enlarged by $\sqrt2$. Every squared distance in it is doubled, so every term is multiplied by $2^{-s}$. The fraction approaches one half only as $s$ comes down to 1, where the distant sites take over.

### The sum in five steps

**Convergence.** For every site other than the origin,

$$\max(1,|m|)\,\max(1,|n|) \le m^2+n^2 .$$

If $m=0$, this says $|n| \le n^2$, which is true for a nonzero integer; the case $n=0$ is the same. If neither is zero, $(|m|-|n|)^2 \ge 0$ gives $|m||n| \le \tfrac12(m^2+n^2) \le m^2+n^2$. Raising both sides to the negative power $-s$ reverses the inequality:

$$(m^2+n^2)^{-s} \le g(m)\,g(n), \qquad g(m) = \max(1,|m|)^{-s}.$$

The sum of $g(m)g(n)$ over all pairs is $\left(\sum_m g(m)\right)^2$, and $\sum_m g(m) = 1 + 2\sum_{k\ge1} k^{-s}$ is finite for $s>1$. So $L(s)$ converges. Signs do not change absolute values, so $C(s)$ converges absolutely, and the terms of both sums may be regrouped freely.

**The map.** Let $R(m,n) = (m-n,\,m+n)$. The sum and difference of the image coordinates are $2m$ and $-2n$, so different sites have different images. The sum $2m$ is even, so every image is an even site. Conversely, if $a+b=2k$, then

$$R(k,\,b-k) = (2k-b,\,b) = (a,b),$$

so every even site is reached.

**The scaling.** The cross terms cancel in

$$(m-n)^2+(m+n)^2 = 2(m^2+n^2).$$

**The even part.** Since $R$ runs through the even sites once each and sends only the origin to the origin, the even sites other than the origin contribute

$$E(s) = \sum_{(m,n)\ne(0,0)} \bigl(2(m^2+n^2)\bigr)^{-s} = 2^{-s}L(s).$$

**The signs.** The sign $(-1)^{m+n}$ is $2-1$ on even sites and $0-1$ on odd sites. Hence

$$C(s) = 2E(s) - L(s) = (2\cdot2^{-s}-1)\,L(s) = (2^{1-s}-1)\,L(s).$$

All terms of $L(s)$ are positive, and $2^{1-s}<1$ for $s>1$, so $C(s)<0$. The checkerboard arrangement is attractive for each dipole.

### What the Lean statements say

A site is a pair `p : ℤ × ℤ`, with `p.1` for $m$ and `p.2` for $n$. The function `siteTerm s p` is the term $(m^2+n^2)^{-s}$, set to zero at the origin, so the sums can run over all pairs without a self-interaction. Here `latticeSum s` is $L(s)$ and `checkerboardSum s` is $C(s)$. The letter $s$ is half the exponent of the distance, since a term is $r^{-2s}$. The map `rot` is $R$; despite its name it also stretches.

The main theorem, `checkerboardSum_eq`, takes a real `s` with `1 < s`. It states that the signed terms are summable and that their sum is $(2^{1-s}-1)L(s)$. For real terms, `Summable` amounts to absolute convergence, so no order of summation, by circles or by squares, has to be chosen. The convergence claim matters because Lean assigns the value 0 to a sum that is not summable. The theorem `checkerboardSum_neg` adds that $C(s)<0$ under the same hypothesis.

The condition $s>1$ stands for an interaction that falls off faster than $r^{-2}$, fast enough for the energy of a site in a uniformly polarised infinite layer to be finite. At $s\le1$ the unsigned sum diverges. Coulomb charges, with $s=1/2$, are therefore excluded, even though an alternating charge pattern can be given a finite energy by a suitable order of summation. The interaction is an exact power law, and the lattice has one kind of site and no boundary. A site deep inside a finite layer with the same pattern has nearly the energy of a site in this infinite one, because the sums converge absolutely and the missing distant terms add up to little.

```lean
import Mathlib

open Finset

namespace CheckerboardLatticeSum

noncomputable section

/-- Contribution `(m² + n²)^(-s)` of the site `(m, n)` of the square lattice; the origin is
left out and contributes zero. -/
def siteTerm (s : ℝ) (p : ℤ × ℤ) : ℝ :=
  if p = 0 then 0 else ((p.1 : ℝ) ^ 2 + (p.2 : ℝ) ^ 2) ^ (-s)

/-- The lattice sum without signs, over all sites except the origin. -/
def latticeSum (s : ℝ) : ℝ := ∑' p : ℤ × ℤ, siteTerm s p

/-- The lattice sum with the alternating checkerboard signs `(-1)^(m+n)`. -/
def checkerboardSum (s : ℝ) : ℝ :=
  ∑' p : ℤ × ℤ, (-1 : ℝ) ^ (p.1 + p.2) * siteTerm s p

/-- Rotation of the square lattice by 45 degrees combined with a stretch by `√2`. -/
def rot (p : ℤ × ℤ) : ℤ × ℤ := (p.1 - p.2, p.1 + p.2)

/-- Distinct sites have distinct images under the rotation and stretch. -/
theorem rot_injective : Function.Injective rot := by
  intro p q h
  simp only [rot, Prod.mk.injEq] at h
  exact Prod.ext (by omega) (by omega)

/-- The rotated and stretched lattice is exactly the sublattice of sites with `m + n` even. -/
theorem range_rot : Set.range rot = {p : ℤ × ℤ | Even (p.1 + p.2)} := by
  ext p
  constructor
  · rintro ⟨q, rfl⟩
    exact ⟨q.1, by simp only [rot]; ring⟩
  · rintro ⟨k, hk⟩
    refine ⟨(k, p.2 - k), Prod.ext ?_ ?_⟩
    · simp only [rot]
      omega
    · simp only [rot]
      omega

/-- The rotation and stretch multiplies the contribution of every site by `2^(-s)`. -/
theorem siteTerm_rot (s : ℝ) (p : ℤ × ℤ) :
    siteTerm s (rot p) = 2 ^ (-s) * siteTerm s p := by
  have h0 : rot 0 = 0 := by simp [rot]
  by_cases hp : p = 0
  · subst hp
    rw [h0]
    simp [siteTerm]
  · have hr : rot p ≠ 0 := fun h => hp (rot_injective (h.trans h0.symm))
    -- the squared distance from the origin doubles
    have hd : ((rot p).1 : ℝ) ^ 2 + ((rot p).2 : ℝ) ^ 2
        = 2 * ((p.1 : ℝ) ^ 2 + (p.2 : ℝ) ^ 2) := by
      simp only [rot]
      push_cast
      ring
    unfold siteTerm
    rw [if_neg hr, if_neg hp, hd]
    exact Real.mul_rpow (by norm_num) (by positivity)

/-- Away from the origin, the squared distance dominates a product of one factor for each
lattice direction. -/
theorem product_le_sq_dist {p : ℤ × ℤ} (hp : p ≠ 0) :
    max 1 |(p.1 : ℝ)| * max 1 |(p.2 : ℝ)| ≤ (p.1 : ℝ) ^ 2 + (p.2 : ℝ) ^ 2 := by
  have one : ∀ m : ℤ, m ≠ 0 → (1 : ℝ) ≤ |(m : ℝ)| := fun m hm => by
    exact_mod_cast Int.one_le_abs hm
  have h01 : (0 : ℝ) ≤ 1 := by norm_num
  by_cases hm : p.1 = 0
  · have h2 := one p.2 (fun h => hp (Prod.ext hm h))
    rw [hm, Int.cast_zero, abs_zero, max_eq_left h01, max_eq_right h2]
    nlinarith [sq_abs (p.2 : ℝ)]
  · have h1 := one p.1 hm
    by_cases hn : p.2 = 0
    · rw [hn, Int.cast_zero, abs_zero, max_eq_left h01, max_eq_right h1]
      nlinarith [sq_abs (p.1 : ℝ)]
    · rw [max_eq_right h1, max_eq_right (one p.2 hn)]
      nlinarith [sq_abs (p.1 : ℝ), sq_abs (p.2 : ℝ), sq_nonneg (|(p.1 : ℝ)| - |(p.2 : ℝ)|),
        sq_nonneg (p.1 : ℝ), sq_nonneg (p.2 : ℝ)]

/-- The lattice sum without signs converges for `s > 1`. -/
theorem summable_siteTerm {s : ℝ} (hs : 1 < s) : Summable (siteTerm s) := by
  -- the one-dimensional sum converges
  have hg : Summable (fun m : ℤ => (max 1 |(m : ℝ)|) ^ (-s)) := by
    refine Summable.of_nonneg_of_le (fun m => by positivity) (fun m => ?_)
      ((Real.summable_abs_int_rpow hs).add (hasSum_ite_eq (0 : ℤ) (1 : ℝ)).summable)
    by_cases hm : m = 0
    · subst hm
      have h : (0 : ℝ) ≤ |((0 : ℤ) : ℝ)| ^ (-s) := by positivity
      have h1 : (max 1 |((0 : ℤ) : ℝ)|) ^ (-s) = 1 := by simp
      rw [h1, if_pos rfl]
      linarith
    · have h1 : (1 : ℝ) ≤ |(m : ℝ)| := by exact_mod_cast Int.one_le_abs hm
      rw [max_eq_right h1, if_neg hm, add_zero]
  -- compare the planar sum with the product of two such sums
  refine Summable.of_nonneg_of_le (fun p => ?_) (fun p => ?_)
    (hg.mul_of_nonneg hg (fun m => by positivity) (fun m => by positivity))
  · unfold siteTerm
    split_ifs
    · exact le_rfl
    · positivity
  · unfold siteTerm
    split_ifs with hp
    · positivity
    · rw [← Real.mul_rpow (by positivity) (by positivity)]
      exact Real.rpow_le_rpow_of_nonpos (by positivity)
        (product_le_sq_dist hp) (by linarith)

/-- For `s > 1` the sites with `m + n` even contribute the fraction `2^(-s)` of the lattice
sum without signs. -/
theorem hasSum_even {s : ℝ} (hs : 1 < s) :
    HasSum (fun p : ℤ × ℤ => if Even (p.1 + p.2) then siteTerm s p else 0)
      (2 ^ (-s) * latticeSum s) := by
  refine (rot_injective.hasSum_iff ?_).mp ?_
  · intro p hp
    rw [range_rot] at hp
    exact if_neg hp
  · have e : (fun p : ℤ × ℤ => if Even (p.1 + p.2) then siteTerm s p else 0) ∘ rot
        = fun p => 2 ^ (-s) * siteTerm s p := by
      funext p
      have he : Even ((rot p).1 + (rot p).2) := ⟨p.1, by simp only [rot]; ring⟩
      exact (if_pos he).trans (siteTerm_rot s p)
    rw [e]
    exact (summable_siteTerm hs).hasSum.mul_left _

/-- For `s > 1` the sum with checkerboard signs converges and equals `2^(1-s) - 1` times the
sum without signs. -/
theorem checkerboardSum_eq {s : ℝ} (hs : 1 < s) :
    Summable (fun p : ℤ × ℤ => (-1 : ℝ) ^ (p.1 + p.2) * siteTerm s p) ∧
      checkerboardSum s = (2 ^ (1 - s) - 1) * latticeSum s := by
  -- signed term = twice the even part minus the full term
  have e : (fun p : ℤ × ℤ => (-1 : ℝ) ^ (p.1 + p.2) * siteTerm s p)
      = fun p => 2 * (if Even (p.1 + p.2) then siteTerm s p else 0) - siteTerm s p := by
    funext p
    by_cases h : Even (p.1 + p.2)
    · rw [if_pos h, h.neg_one_zpow]
      ring
    · rw [if_neg h, (Int.not_even_iff_odd.mp h).neg_one_zpow]
      ring
  have h := ((hasSum_even hs).mul_left 2).sub (summable_siteTerm hs).hasSum
  rw [← e] at h
  refine ⟨h.summable, ?_⟩
  have h2 : (2 : ℝ) ^ (1 - s) = 2 * 2 ^ (-s) := by
    rw [sub_eq_add_neg, Real.rpow_add (by norm_num), Real.rpow_one]
  have h3 : checkerboardSum s = 2 * (2 ^ (-s) * latticeSum s) - latticeSum s := h.tsum_eq
  rw [h3, h2]
  ring

/-- For `s > 1` the sum with checkerboard signs is strictly negative. -/
theorem checkerboardSum_neg {s : ℝ} (hs : 1 < s) : checkerboardSum s < 0 := by
  have hpos : 0 < latticeSum s := by
    refine (summable_siteTerm hs).tsum_pos (fun p => ?_) (1, 0) ?_
    · unfold siteTerm
      split_ifs
      · exact le_rfl
      · positivity
    · simp [siteTerm]
  have hlt : (2 : ℝ) ^ (1 - s) < 1 :=
    Real.rpow_lt_one_of_one_lt_of_neg (by norm_num) (by linarith)
  rw [(checkerboardSum_eq hs).2]
  exact mul_neg_of_neg_of_pos (by linarith) hpos

end

end CheckerboardLatticeSum
```

```lean
#print axioms CheckerboardLatticeSum.checkerboardSum_eq
#print axioms CheckerboardLatticeSum.checkerboardSum_neg
```

```
'CheckerboardLatticeSum.checkerboardSum_eq' depends on axioms: [propext, Classical.choice, Quot.sound]
'CheckerboardLatticeSum.checkerboardSum_neg' depends on axioms: [propext, Classical.choice, Quot.sound]
```

### How the lemmas carry the five steps

The facts about the map come first. `rot_injective` compares coordinates and leaves the integer arithmetic to `omega`. `range_rot` proves both inclusions; for the second it supplies the preimage `(k, p.2 - k)`, the same one as above. `siteTerm_rot` treats the origin separately, where both sides are zero. Elsewhere, the fact `hd` is the doubling of the squared distance, and `Real.mul_rpow` splits $(2r^2)^{-s}$ into $2^{-s}(r^2)^{-s}$.

Convergence takes two lemmas. `product_le_sq_dist` is the inequality with the two maxima, split into the cases $m=0$, $n=0$ and neither. In the last case `nlinarith` is given the square $(|m|-|n|)^2\ge0$. In `summable_siteTerm`, the fact `hg` is the convergence of $\sum_m g(m)$. It is obtained from Mathlib's result for $\sum_m |m|^{-s}$, with an extra 1 at $m=0$ to dominate $g(0)=1$. The product of two such sums then bounds the planar one, and `Real.rpow_le_rpow_of_nonpos` is the reversal of the inequality under a negative power.

`hasSum_even` is the regrouping step. A statement `HasSum f a` says that the partial sums of `f` over growing finite sets of sites tend to `a`. The function summed here equals `siteTerm` on even sites and zero on odd ones. Because it vanishes outside the range of `rot`, `rot_injective.hasSum_iff` allows its sum over all sites to be replaced by the sum of its values at `rot p`. By `siteTerm_rot` these values are $2^{-s}$ times the original terms, which gives $2^{-s}L(s)$.

In `checkerboardSum_eq`, the equation `e` writes each signed term as twice the even part minus the full term, checked separately for even and odd $m+n$. Subtracting the two convergent sums gives $2\cdot2^{-s}L(s)-L(s)$, and `h2` rewrites $2\cdot2^{-s}$ as $2^{1-s}$. Finally, `checkerboardSum_neg` uses the site $(1,0)$, whose term is 1, to show $L(s)>0$, and multiplies this by the negative factor.

### Two dipole energies from one sum

For your layer, the factor is $2^{-1/2}-1\approx-0.2929$. To obtain $L(3/2)$, add the terms $r^{-3}$ for all sites within a large radius $\rho$ and replace the remainder by an integral over the plane:

$$\int_\rho^\infty r^{-3}\,2\pi r\,dr = \frac{2\pi}{\rho}.$$

The result tends to $L(3/2)\approx9.034$ as $\rho$ grows, and therefore $C(3/2)\approx-2.646$ without a second summation. Each pair is shared by two dipoles, so the energy per dipole is half of these values: about $4.517$ for the uniform layer and $-1.323$ for the checkerboard. For electric dipoles of moment $d$ and lattice spacing $a$, the unit is $d^2/(4\pi\varepsilon_0a^3)$.

The same two sums enter quantum lattice models. For a pure power-law density interaction on an infinite square lattice with $s>1$, $L(s)$ and $C(s)$ are the Fourier components of the interaction at wave vectors $(0,0)$ and $(\pi,\pi)$, in units of the nearest-neighbour interaction. A checkerboard density $\bar n+\delta(-1)^{m+n}$ has a nonzero mean $\bar n$, so both enter its energy: in mean-field theory without exchange, the interaction energy per site is $\tfrac12\bigl(\bar n^2L(s)+\delta^2C(s)\bigr)$.

### Stripes from the same map

Now let the sign alternate in one direction only, as $(-1)^m$, so that the dipoles form stripes. Exchanging $m$ and $n$ maps the odd sites to themselves and keeps their distances. It also reverses the sign, because exactly one of $m$ and $n$ is odd there. The odd sites therefore contribute zero in total. On an even site $R(m,n)$ the sign is $(-1)^{m-n}=(-1)^{m+n}$, which is the checkerboard sign of $(m,n)$. With the factor $2^{-s}$ from the scaling,

$$\sum_{(m,n)\ne(0,0)} \frac{(-1)^m}{(m^2+n^2)^s} = 2^{-s}\,C(s), \qquad s>1.$$

This relation comes from the argument just given and has no theorem in the listing. For dipoles the stripe sum is about $-0.935$, or $-0.468$ per dipole, so stripes are also attractive, but less so than the checkerboard.
